# The screening coefficient that makes a quadratic Koopmans-corrected energy affine in the occupation

Fill an orbital gradually, from occupation $f=0$ to $f=1$. The exact ground-state energy is linear in the electron number between integers, but an approximate density functional usually gives a curve. In its quadratic form, a Koopmans correction adds a parabola that cancels the curvature found with frozen orbitals. Relaxation of the orbitals as $f$ changes can alter that curvature, and the parabola is then scaled to match. In the model below, with energy quadratic in $f$ and in finitely many orbital coordinates, the scale factor can be found exactly.

```lean
import Mathlib

open Matrix

namespace KoopmansScreening

noncomputable section

variable {n : Type*} [Fintype n] [DecidableEq n]
```

Let $x\in\mathbb R^n$ collect the orbital displacements, with $x=0$ the relaxed orbitals at $f=0$. The energy is
$$E(f,x)=af+\tfrac12Jf^2+f\langle b,x\rangle+\tfrac12\langle x,Ax\rangle .$$
Here $a$ is a level energy, $J$ the curvature at frozen orbitals (the bare self-interaction), $-b$ the force on the orbitals at $x=0$ per unit occupation, and $A$ their stiffness. All four are constants, and $x$ is unconstrained. In Lean, `⬝ᵥ` is the dot product and `*ᵥ` applies a matrix to a vector.

```lean
/-- Energy at occupation `f` and orbital coordinates `x`: a level `a`, a self-interaction `J`,
a linear coupling `b` of the occupation to the orbitals, and an orbital stiffness `A`. -/
def totalEnergy (A : Matrix n n ℝ) (b : n → ℝ) (a J f : ℝ) (x : n → ℝ) : ℝ :=
  a * f + J * f ^ 2 / 2 + f * (b ⬝ᵥ x) + (x ⬝ᵥ A *ᵥ x) / 2
```

Relaxation takes the infimum over $x$ at fixed $f$, giving $E(f)$.

```lean
/-- Relaxed energy at occupation `f`: the infimum of the energy over all orbital coordinates, for an
energy that is bounded below in them. -/
def relaxedEnergy (A : Matrix n n ℝ) (b : n → ℝ) (a J f : ℝ) : ℝ :=
  ⨅ x, totalEnergy A b a J f x
```

Two abbreviations follow: the relaxation strength $R=\langle b,A^{-1}b\rangle$,

```lean
/-- Relaxation strength `⟨b, A⁻¹ b⟩`, for an invertible stiffness `A`. -/
def relaxationStrength (A : Matrix n n ℝ) (b : n → ℝ) : ℝ :=
  b ⬝ᵥ A⁻¹ *ᵥ b
```

and the candidate coefficient $s^*=1-R/J$.

```lean
/-- Screening coefficient `1 - ⟨b, A⁻¹ b⟩ / J`, for invertible `A` and `J ≠ 0`. -/
def screening (A : Matrix n n ℝ) (b : n → ℝ) (J : ℝ) : ℝ :=
  1 - relaxationStrength A b / J
```

The corrected energy, for any real $s$, is $E_s(f)=E(f)+\tfrac12sJf(1-f)$.

```lean
/-- Koopmans-corrected energy: the relaxed energy plus the parabola `J f (1 - f) / 2`
scaled by a coefficient `s`. -/
def koopmansEnergy (A : Matrix n n ℝ) (b : n → ℝ) (a J s f : ℝ) : ℝ :=
  relaxedEnergy A b a J f + s * J * f * (1 - f) / 2
```

## Relaxation lowers the curvature from $J$ to $J-R$

Assume that $A$ is positive definite, so that every nonzero orbital displacement at $f=0$ costs energy. For real matrices, `PosDef` includes symmetry. Put $u=A^{-1}b$. Then $Au=b$ and $\langle u,Ax\rangle=\langle b,x\rangle$, so
$$\tfrac12\langle x+fu,A(x+fu)\rangle=\tfrac12\langle x,Ax\rangle+f\langle b,x\rangle+\tfrac12f^2R .$$
Substituting this into the energy gives
$$E(f,x)=af+\tfrac12(J-R)f^2+\tfrac12\langle x+fu,A(x+fu)\rangle .$$
In the proof, `hu` and `hs` are the two identities for $u$; `simp only` expands the products and `ring` collects the terms.

```lean
/-- For positive definite stiffness, the energy is a parabola in the occupation plus the elastic
energy of the displacement from the relaxed orbitals `-f A⁻¹ b`. -/
theorem totalEnergy_complete_square {A : Matrix n n ℝ} (hA : A.PosDef) (b : n → ℝ)
    (a J f : ℝ) (x : n → ℝ) :
    totalEnergy A b a J f x = a * f + (J - relaxationStrength A b) * f ^ 2 / 2
      + ((x + f • (A⁻¹ *ᵥ b)) ⬝ᵥ A *ᵥ (x + f • (A⁻¹ *ᵥ b))) / 2 := by
  have hu : A *ᵥ (A⁻¹ *ᵥ b) = b := by
    rw [Matrix.mulVec_mulVec, Matrix.mul_nonsing_inv A hA.det_pos.ne'.isUnit,
      Matrix.one_mulVec]
  have hT : Aᵀ = A := by
    have h := hA.isHermitian.eq
    rwa [Matrix.conjTranspose_eq_transpose_of_trivial] at h
  -- symmetry of the stiffness moves `A` onto `A⁻¹ *ᵥ b`
  have hs : (A⁻¹ *ᵥ b) ⬝ᵥ A *ᵥ x = b ⬝ᵥ x := by
    rw [Matrix.dotProduct_mulVec, ← Matrix.mulVec_transpose, hT, hu]
  simp only [totalEnergy, relaxationStrength, Matrix.mulVec_add, Matrix.mulVec_smul, hu,
    add_dotProduct, dotProduct_add, smul_dotProduct, dotProduct_smul, smul_eq_mul]
  rw [hs, dotProduct_comm x b, dotProduct_comm (A⁻¹ *ᵥ b) b]
  ring
```

The last term is nonnegative and vanishes at $x=-fu$. Hence
$$E(f)=af+\tfrac12(J-R)f^2 .$$
`IsLeast` says that this value is attained and is a lower bound; the two bullets prove these in turn.

```lean
/-- For positive definite stiffness the minimum over the orbitals is attained, and it equals
`a f + (J - ⟨b, A⁻¹ b⟩) f² / 2`. -/
theorem relaxedEnergy_isLeast {A : Matrix n n ℝ} (hA : A.PosDef) (b : n → ℝ) (a J f : ℝ) :
    IsLeast (Set.range (totalEnergy A b a J f)) (relaxedEnergy A b a J f) ∧
      relaxedEnergy A b a J f = a * f + (J - relaxationStrength A b) * f ^ 2 / 2 := by
  have h : IsLeast (Set.range (totalEnergy A b a J f))
      (a * f + (J - relaxationStrength A b) * f ^ 2 / 2) := by
    constructor
    · refine ⟨-(f • (A⁻¹ *ᵥ b)), ?_⟩
      rw [totalEnergy_complete_square hA, neg_add_cancel, zero_dotProduct]
      ring
    · rintro _ ⟨x, rfl⟩
      have hp := hA.posSemidef.dotProduct_mulVec_nonneg (x + f • (A⁻¹ *ᵥ b))
      rw [star_trivial] at hp
      rw [totalEnergy_complete_square hA]
      linarith
  have he : relaxedEnergy A b a J f
      = a * f + (J - relaxationStrength A b) * f ^ 2 / 2 := h.csInf_eq
  exact ⟨he ▸ h, he⟩
```

## The deviation from the chord

Let $J\neq0$. Multiplying the definition of $s^*$ by $J$ gives $s^*J=J-R$.

```lean
/-- For `J ≠ 0`, the screening coefficient times the bare curvature `J` is
`J - ⟨b, A⁻¹ b⟩`. -/
theorem screening_mul (A : Matrix n n ℝ) (b : n → ℝ) {J : ℝ} (hJ : J ≠ 0) :
    screening A b J * J = J - relaxationStrength A b := by
  unfold screening
  field_simp
```

The chord between the endpoints is $(1-f)E(0)+fE(1)=af+\tfrac12(J-R)f$. Therefore
$$E_s(f)-\text{chord}=\tfrac12\bigl(sJ-(J-R)\bigr)f(1-f)=\tfrac12(s-s^*)Jf(1-f).$$
The final `linear_combination` inserts $s^*J=J-R$ with weight $f(1-f)/2$.

```lean
/-- For positive definite stiffness and `J ≠ 0`, the corrected energy with any coefficient `s`
departs from the straight line between the relaxed energies at `f = 0` and `f = 1` by
`(s - screening) J f (1 - f) / 2`. -/
theorem deviation_from_linearity {A : Matrix n n ℝ} (hA : A.PosDef) (b : n → ℝ)
    (a : ℝ) {J : ℝ} (hJ : J ≠ 0) (s f : ℝ) :
    koopmansEnergy A b a J s f
        - ((1 - f) * relaxedEnergy A b a J 0 + f * relaxedEnergy A b a J 1)
      = (s - screening A b J) * J * f * (1 - f) / 2 := by
  have hs := screening_mul A b hJ
  unfold koopmansEnergy
  rw [(relaxedEnergy_isLeast hA b a J f).2, (relaxedEnergy_isLeast hA b a J 0).2,
    (relaxedEnergy_isLeast hA b a J 1).2]
  linear_combination (f * (1 - f) / 2) * hs
```

At $s=s^*$ the deviation is zero, so $E_s$ is affine. Conversely, if $E_s(f)=c+df$ on $[0,1]$, its second difference vanishes:
$$0=E_s(0)-2E_s(\tfrac12)+E_s(1)=\tfrac14(J-R)-\tfrac14sJ ,$$
which forces $s=s^*$. The theorem states this equivalence for constants $c,d$ and all $f$ in `Set.Icc (0 : ℝ) 1`. The three instances `h0`, `hh` and `h1` supply the second difference.

```lean
/-- For positive definite stiffness and `J ≠ 0`, the Koopmans-corrected energy is affine in the
occupation on `[0, 1]` exactly when `s = 1 - ⟨b, A⁻¹ b⟩ / J`. -/
theorem koopmansEnergy_affine_iff {A : Matrix n n ℝ} (hA : A.PosDef) (b : n → ℝ)
    (a : ℝ) {J : ℝ} (hJ : J ≠ 0) (s : ℝ) :
    (∃ c d : ℝ, ∀ f ∈ Set.Icc (0 : ℝ) 1, koopmansEnergy A b a J s f = c + d * f) ↔
      s = 1 - (b ⬝ᵥ A⁻¹ *ᵥ b) / J := by
  change _ ↔ s = screening A b J
  constructor
  · rintro ⟨c, d, h⟩
    -- an affine function has zero second difference on 0, 1/2, 1
    have h0 := h 0 (by norm_num)
    have h1 := h 1 (by norm_num)
    have hh := h (1 / 2) (by constructor <;> norm_num)
    unfold koopmansEnergy at h0 h1 hh
    rw [(relaxedEnergy_isLeast hA b a J _).2] at h0 h1 hh
    have hs := screening_mul A b hJ
    apply mul_right_cancel₀ hJ
    linear_combination (-4) * h0 + 8 * hh - 4 * h1 - hs
  · rintro rfl
    refine ⟨relaxedEnergy A b a J 0, relaxedEnergy A b a J 1 - relaxedEnergy A b a J 0, ?_⟩
    intro f _
    linear_combination deviation_from_linearity hA b a hJ (screening A b J) f
```

## Size, sign and measurement of the coefficient

Let $J>0$. If $b\neq0$, then $R>0$, because $A^{-1}$ is also positive definite, and so $s^*<1$. If $b=0$, then $R=0$ and $s^*=1$: nothing relaxes, and the full parabola is needed.

With one coordinate, stiffness $k>0$ and coupling $\beta$, the coefficient is $s^*=1-\beta^2/(kJ)$. It tends to $1$ as the orbital becomes rigid, $k\to\infty$.

```lean
/-- For positive definite stiffness and `J > 0`, the screening coefficient is below one exactly
when the occupation couples to the orbitals. -/
theorem screening_lt_one_iff {A : Matrix n n ℝ} (hA : A.PosDef) (b : n → ℝ)
    {J : ℝ} (hJ : 0 < J) : screening A b J < 1 ↔ b ≠ 0 := by
  constructor
  · rintro h rfl
    simp [screening, relaxationStrength] at h
  · intro hb
    have hp := hA.inv.dotProduct_mulVec_pos hb
    rw [star_trivial] at hp
    have hq : 0 < relaxationStrength A b / J := div_pos hp hJ
    unfold screening
    linarith
```

For any $J\neq0$, the uncorrected energies have second difference $\tfrac14(J-R)$, so
$$s^*=\frac{4\,[E(0)-2E(\tfrac12)+E(1)]}{J}.$$
Within this quadratic model, three relaxed total energies and the frozen-orbital curvature $J$ thus determine the screening coefficient of a Koopmans functional.

```lean
/-- For positive definite stiffness and `J ≠ 0`, the screening coefficient is four times the second
difference of the relaxed energies at occupations `0`, `1/2` and `1`, divided by `J`. -/
theorem screening_eq_second_difference {A : Matrix n n ℝ} (hA : A.PosDef) (b : n → ℝ)
    (a : ℝ) {J : ℝ} (hJ : J ≠ 0) :
    screening A b J = 4 * (relaxedEnergy A b a J 0 - 2 * relaxedEnergy A b a J (1 / 2)
      + relaxedEnergy A b a J 1) / J := by
  rw [eq_div_iff hJ, screening_mul A b hJ, (relaxedEnergy_isLeast hA b a J 0).2,
    (relaxedEnergy_isLeast hA b a J (1 / 2)).2, (relaxedEnergy_isLeast hA b a J 1).2]
  ring
```

Finally, for $J>0$ the sign of $s^*$ tells whether the quadratic part of the energy can be negative. Set $a=0$. If $s^*\ge0$, then $E(f,x)\ge\tfrac12(J-R)f^2\ge0$ for all real $f$ and all $x$. Conversely, nonnegativity at $f=1$ and the relaxed $x$ gives $\tfrac12(J-R)\ge0$, hence $s^*\ge0$. The two branches of the proof are these two arguments.

```lean
/-- For positive definite stiffness and `J > 0`, the screening coefficient is nonnegative exactly
when the energy without its level term is nonnegative for all real `f` and all orbitals. -/
theorem screening_nonneg_iff {A : Matrix n n ℝ} (hA : A.PosDef) (b : n → ℝ)
    {J : ℝ} (hJ : 0 < J) :
    0 ≤ screening A b J ↔ ∀ (f : ℝ) (x : n → ℝ), 0 ≤ totalEnergy A b 0 J f x := by
  rw [← mul_nonneg_iff_of_pos_right hJ, screening_mul A b hJ.ne']
  constructor
  · intro h f x
    have hmin := (relaxedEnergy_isLeast hA b 0 J f).1.2 ⟨x, rfl⟩
    rw [(relaxedEnergy_isLeast hA b 0 J f).2] at hmin
    have hq := mul_nonneg h (sq_nonneg f)
    linarith
  · intro h
    -- test the energy on the relaxed orbitals at full occupation
    obtain ⟨x, hx⟩ := (relaxedEnergy_isLeast hA b 0 J 1).1.1
    have hp := h 1 x
    rw [hx, (relaxedEnergy_isLeast hA b 0 J 1).2] at hp
    linarith

end

end KoopmansScreening
```

```lean
#print axioms KoopmansScreening.koopmansEnergy_affine_iff
-- 'KoopmansScreening.koopmansEnergy_affine_iff' depends on axioms: [propext, Classical.choice, Quot.sound]
#print axioms KoopmansScreening.screening_lt_one_iff
-- 'KoopmansScreening.screening_lt_one_iff' depends on axioms: [propext, Classical.choice, Quot.sound]
#print axioms KoopmansScreening.screening_eq_second_difference
-- 'KoopmansScreening.screening_eq_second_difference' depends on axioms: [propext, Classical.choice, Quot.sound]
#print axioms KoopmansScreening.screening_nonneg_iff
-- 'KoopmansScreening.screening_nonneg_iff' depends on axioms: [propext, Classical.choice, Quot.sound]
```
